# A ground state with non-uniform density for one particle hopping with amplitude +1 between all pairs of three or more sites

The sites form a finite commutative group with at least three elements, and the Hamiltonian of the single particle has every matrix element equal to 1, the diagonal ones included. The theorem states that some unit vector `ψ` has the lowest energy among all unit vectors, while its density, the probability of finding the particle at a given site, differs between some site and a translate of it. The proof first shows that the energy of any vector is the squared modulus of the sum of its amplitudes, so it is never negative. It then takes `ψ` with opposite amplitudes on `a` and `b` and zero elsewhere, which has energy zero, and compares the density 1/2 at `a` with the density 0 at `c`, which a translation carries to `a`.

As first written in Lean, the proof fails:

```lean
import Mathlib

open ComplexConjugate

namespace ExistsGroundStateNotInvariant

noncomputable section

variable {V : Type*} [NormedAddCommGroup V] [InnerProductSpace ℂ V]
variable {G ι : Type*}

/-- The real part of `⟨ψ, A ψ⟩`; for Hermitian `A` and a unit vector `ψ` this is the
expectation value of `A`. -/
def expect (A : Module.End ℂ V) (ψ : V) : ℝ := (inner ℂ ψ (A ψ)).re

/-- A ground state of `H` is a unit vector whose energy is lowest among all unit vectors. -/
def IsGroundState (H : Module.End ℂ V) (ψ : V) : Prop :=
  ‖ψ‖ = 1 ∧ ∀ φ : V, ‖φ‖ = 1 → expect H ψ ≤ expect H φ

section Model

variable [CommGroup G] [Fintype G]

/-- The occupation of site `i` by the particle: the projection on that site. -/
def site [DecidableEq G] (i : G) : Module.End ℂ (EuclideanSpace ℂ G) where
  toFun f := WithLp.toLp 2 fun x => if x = i then f x else 0
  map_add' _ _ := by ext x; by_cases h : x = i <;> simp [h]
  map_smul' _ _ := by ext x; by_cases h : x = i <;> simp [h]

/-- Hopping with equal amplitude `1` between all sites, including each site with itself. -/
def hop : Module.End ℂ (EuclideanSpace ℂ G) where
  toFun f := WithLp.toLp 2 fun _ => ∑ y, f y
  map_add' _ _ := by ext x; simp [Finset.sum_add_distrib]
  map_smul' _ _ := by ext x; simp [Finset.mul_sum]

/-- With at least three sites `a`, `b`, `c`, the all-to-all hopping model also has a ground
state whose density is not invariant under translations. -/
theorem exists_ground_state_not_invariant [DecidableEq G] {a b c : G}
    (hab : a ≠ b) (hac : a ≠ c) (hbc : b ≠ c) :
    ∃ ψ, IsGroundState (hop (G := G)) ψ ∧
      ∃ g i : G, expect (site (g • i)) ψ ≠ expect (site i) ψ := by
  have hE : ∀ f : EuclideanSpace ℂ G, expect hop f = ‖∑ x, f x‖ ^ 2 := fun f => by
    have h : inner ℂ f (hop f) = (∑ x, f x) * conj (∑ x, f x) := by
      simp [hop, PiLp.inner_apply, ← Finset.mul_sum]
    rw [expect, h, Complex.mul_conj, Complex.ofReal_re, Complex.normSq_eq_norm_sq]
  have hD : ∀ (i : G) (f : EuclideanSpace ℂ G), expect (site i) f = ‖f i‖ ^ 2 := fun i f => by
    have h : inner ℂ f (site i f) = f i * conj (f i) := by
      simp [site, PiLp.inner_apply]
    rw [expect, h, Complex.mul_conj, Complex.ofReal_re, Complex.normSq_eq_norm_sq]
  obtain ⟨s, hs⟩ : ∃ s : ℂ, ‖s‖ ^ 2 = 1 / 2 := ⟨((√(1 / 2) : ℝ) : ℂ), by
    rw [Complex.norm_real, Real.norm_eq_abs, sq_abs, Real.sq_sqrt (by norm_num)]⟩
  -- opposite amplitudes on `a` and `b`, nothing elsewhere
  let ψ : EuclideanSpace ℂ G :=
    WithLp.toLp 2 fun x => (if x = a then s else 0) - (if x = b then s else 0)
  have hψ : ∀ x, ‖ψ x‖ ^ 2 = (if x = a then 1 / 2 else 0) + (if x = b then 1 / 2 else 0) := by
    intro x
    change ‖(if x = a then s else 0) - (if x = b then s else 0)‖ ^ 2 = _
    by_cases ha : x = a
    · have hb : x ≠ b := fun h => hab (ha.symm.trans h)
      rw [if_pos ha, if_neg hb, if_pos ha, if_neg hb, sub_zero, hs, add_zero]
    · by_cases hb : x = b
      · rw [if_neg ha, if_pos hb, if_neg ha, if_pos hb, zero_sub, norm_neg, hs, zero_add]
      · simp [ha, hb]
  have hsum : ∑ x, ψ x = 0 := by
    change ∑ x, ((if x = a then s else 0) - (if x = b then s else 0)) = 0
    simp [Finset.sum_sub_distrib]
  refine ⟨ψ, ⟨?_, fun φ _ => ?_⟩, a * c⁻¹, c, ?_⟩
  · have h : ‖ψ‖ ^ 2 = 1 := by
      rw [EuclideanSpace.norm_sq_eq, Finset.sum_congr rfl fun x _ => hψ x,
        Finset.sum_add_distrib, Finset.sum_ite_eq', Finset.sum_ite_eq']
      norm_num
    nlinarith [norm_nonneg ψ]
  · rw [hE, hE, hsum, norm_zero]
    positivity
  · rw [smul_eq_mul, inv_mul_cancel_right, hD, hD, hψ, hψ, if_pos rfl, if_neg hab,
      if_neg hac.symm, if_neg hbc.symm]
    norm_num

end Model

end

end ExistsGroundStateNotInvariant
```

The compiler's answer:

```
Main.lean:74:4: error: not a positivity goal
```

Diagnosis. The error arises where the proof shows that `ψ` has the lowest energy. After `rw [hE, hE, hsum, norm_zero]` the goal is `0 ^ 2 ≤ ‖∑ x, φ x‖ ^ 2`. This is true, but `positivity` only accepts goals of the form `0 ≤ e`, `0 < e` or `e ≠ 0`. Here the left side is the power `0 ^ 2`, not a literal `0`, and `positivity` does not simplify it first, so it rejects the goal with "not a positivity goal".

The repair adds `zero_pow two_ne_zero` to the rewrite. The lemma `zero_pow` says that zero raised to a nonzero exponent is zero, and `two_ne_zero` supplies the condition that the exponent 2 is nonzero. The goal becomes `0 ≤ ‖∑ x, φ x‖ ^ 2`, which `positivity` accepts and proves.

Lean accepts the file once it reads:

```diff
@@ -71,5 +71,5 @@
       norm_num
     nlinarith [norm_nonneg ψ]
-  · rw [hE, hE, hsum, norm_zero]
+  · rw [hE, hE, hsum, norm_zero, zero_pow two_ne_zero]
     positivity
   · rw [smul_eq_mul, inv_mul_cancel_right, hD, hD, hψ, hψ, if_pos rfl, if_neg hab,
```
